# At angular momentum l, ⟨r²⟩⟨p²⟩ is at least (l + 3/2)²ħ²

To estimate the least kinetic energy of a particle of mass $m$ and angular momentum $l$ whose mean square radius $\langle r^2\rangle$ is known, one divides $\hbar^2(l+3/2)^2/(2m)$ by $\langle r^2\rangle$. The file below proves the inequality behind this step for real, continuously differentiable radial functions with compact support in $(0,\infty)$.

```lean
import Mathlib

open MeasureTheory Set Filter Topology

namespace RadialUncertainty

noncomputable section

/-- A reduced radial function: real, continuously differentiable, with compact support
inside the open half-line `(0, ∞)`. -/
structure RadialFunction (u : ℝ → ℝ) : Prop where
  smooth : ContDiff ℝ 1 u
  compact : HasCompactSupport u
  support : tsupport u ⊆ Ioi 0

/-- The squared norm `∫ u²` over the half-line. -/
def normSquared (u : ℝ → ℝ) : ℝ := ∫ r in Ioi (0 : ℝ), u r ^ 2

/-- The unnormalised mean square radius `∫ r² u²`. -/
def squareRadius (u : ℝ → ℝ) : ℝ := ∫ r in Ioi (0 : ℝ), r ^ 2 * u r ^ 2

/-- The unnormalised mean square momentum `∫ (u'² + L(L+1) u²/r²)`, centrifugal term
included; the integral runs over `r > 0`. -/
def squareMomentum (L : ℝ) (u : ℝ → ℝ) : ℝ :=
  ∫ r in Ioi (0 : ℝ), (deriv u r ^ 2 + L * (L + 1) * (u r / r) ^ 2)

variable {u : ℝ → ℝ}

/-- A reduced radial function vanishes in a neighbourhood of the origin. -/
theorem RadialFunction.eventually_zero (hu : RadialFunction u) : ∀ᶠ r in 𝓝 (0 : ℝ), u r = 0 :=
  notMem_tsupport_iff_eventuallyEq.1 fun h => lt_irrefl (0 : ℝ) (hu.support h)

/-- For a reduced radial function `u`, the quotient `u/r` is continuous. -/
theorem RadialFunction.continuous_div (hu : RadialFunction u) :
    Continuous fun r => u r / r := by
  refine continuous_iff_continuousAt.2 fun r => ?_
  by_cases hr : r = 0
  · subst hr
    have h : (fun r => u r / r) =ᶠ[𝓝 0] fun _ => (0 : ℝ) := by
      filter_upwards [hu.eventually_zero] with r hr
      simp [hr]
    exact continuousAt_const.congr h.symm
  · exact hu.smooth.continuous.continuousAt.div continuousAt_id hr

/-- A continuous density that vanishes wherever both `u` and `u'` vanish is integrable,
for a reduced radial function `u`. -/
theorem RadialFunction.integrable (hu : RadialFunction u) {g : ℝ → ℝ} (hg : Continuous g)
    (h : ∀ r, u r = 0 → deriv u r = 0 → g r = 0) : Integrable g := by
  refine hg.integrable_of_hasCompactSupport (hu.compact.mono' fun r hr => ?_)
  by_contra hn
  exact hr (h r (image_eq_zero_of_notMem_tsupport hn)
    (by_contra fun hd => hn (support_deriv_subset hd)))

/-- Integration by parts: for a reduced radial function the derivative of
`a r u² + b u²/r` integrates to zero, and its density is integrable. -/
theorem total_derivative (hu : RadialFunction u) (a b : ℝ) :
    Integrable (fun r => a * (u r ^ 2 + 2 * r * u r * deriv u r)
      + b * (2 * (u r / r) * deriv u r - (u r / r) ^ 2)) ∧
    ∫ r in Ioi (0 : ℝ), (a * (u r ^ 2 + 2 * r * u r * deriv u r)
      + b * (2 * (u r / r) * deriv u r - (u r / r) ^ 2)) = 0 := by
  have hd : ∀ r, HasDerivAt (fun r => a * (r * (u r * u r)) + b * (u r * u r / r))
      (a * (u r ^ 2 + 2 * r * u r * deriv u r)
        + b * (2 * (u r / r) * deriv u r - (u r / r) ^ 2)) r := by
    intro r
    by_cases hr : r = 0
    · subst hr
      have h : (fun r => a * (r * (u r * u r)) + b * (u r * u r / r))
          =ᶠ[𝓝 0] fun _ => (0 : ℝ) := by
        filter_upwards [hu.eventually_zero] with r hr
        simp [hr]
      exact ((hasDerivAt_const (0 : ℝ) (0 : ℝ)).congr_of_eventuallyEq h).congr_deriv
        (by simp [hu.eventually_zero.self_of_nhds])
    · have h := (hu.smooth.differentiable (by simp) r).hasDerivAt
      have h1 := ((hasDerivAt_id' r).fun_mul (h.fun_mul h)).const_mul a
      have h2 := ((h.fun_mul h).fun_div (hasDerivAt_id' r) hr).const_mul b
      refine (h1.fun_add h2).congr_deriv ?_
      field_simp
      ring
  have hc := hu.smooth.continuous
  have hdc := hu.smooth.continuous_deriv le_rfl
  have hq := hu.continuous_div
  have hi := hu.integrable
    ((continuous_const.mul ((hc.pow 2).add
      (((continuous_const.mul continuous_id).mul hc).mul hdc))).add
      (continuous_const.mul (((continuous_const.mul hq).mul hdc).sub (hq.pow 2))))
    (g := fun r => a * (u r ^ 2 + 2 * r * u r * deriv u r)
      + b * (2 * (u r / r) * deriv u r - (u r / r) ^ 2))
    (fun r h _ => by simp [h])
  refine ⟨hi, ?_⟩
  -- the density vanishes off the half-line, so the integral may be taken over the whole line
  rw [setIntegral_eq_integral_of_forall_compl_eq_zero]
  · exact integral_eq_zero_of_hasDerivAt_of_integrable hd hi
      (hu.integrable (continuous_iff_continuousAt.2 fun r => (hd r).continuousAt)
        (fun r h _ => by simp [h]))
  · intro r hr
    have h : u r = 0 := image_eq_zero_of_notMem_tsupport fun h => hr (hu.support h)
    simp [h]

/-- Linearity of the integral for a combination of four integrable densities. -/
theorem integral_combination {μ : Measure ℝ} {k p n b : ℝ → ℝ} (hk : Integrable k μ)
    (hp : Integrable p μ) (hn : Integrable n μ) (hb : Integrable b μ) (c d : ℝ) :
    ∫ r, (k r + c * p r - d * n r + b r) ∂μ
      = ∫ r, k r ∂μ + c * ∫ r, p r ∂μ - d * ∫ r, n r ∂μ + ∫ r, b r ∂μ := by
  have h1 : Integrable (fun r => k r + c * p r) μ := hk.add (hp.const_mul c)
  have h2 : Integrable (fun r => k r + c * p r - d * n r) μ := h1.sub (hn.const_mul d)
  rw [integral_add h2 hb, integral_sub h1 (hn.const_mul d), integral_add hk (hp.const_mul c),
    integral_const_mul, integral_const_mul]

/-- Completing the square: for a reduced radial function, the squared norm of
`u' - (L+1) u/r + t r u` is a quadratic polynomial in `t` built from the three integrals. -/
theorem completed_square (hu : RadialFunction u) (L t : ℝ) :
    ∫ r in Ioi (0 : ℝ), (deriv u r - (L + 1) * (u r / r) + t * (r * u r)) ^ 2
      = squareMomentum L u + t ^ 2 * squareRadius u - t * (2 * L + 3) * normSquared u := by
  unfold squareMomentum squareRadius normSquared
  have hc := hu.smooth.continuous
  have hdc := hu.smooth.continuous_deriv le_rfl
  have iK := hu.integrable (g := fun r => deriv u r ^ 2 + L * (L + 1) * (u r / r) ^ 2)
    ((hdc.pow 2).add (continuous_const.mul (hu.continuous_div.pow 2)))
    (fun r h h' => by simp [h, h'])
  have iR := hu.integrable (g := fun r => r ^ 2 * u r ^ 2)
    ((continuous_id.pow 2).mul (hc.pow 2)) (fun r h _ => by simp [h])
  have iN := hu.integrable (g := fun r => u r ^ 2) (hc.pow 2) (fun r h _ => by simp [h])
  obtain ⟨iB, h0⟩ := total_derivative hu t (-(L + 1))
  have hs := integral_combination (μ := volume.restrict (Ioi 0)) iK.integrableOn
    iR.integrableOn iN.integrableOn iB.integrableOn (t ^ 2) (t * (2 * L + 3))
  refine (setIntegral_congr_fun measurableSet_Ioi fun r hr => ?_).trans
    (hs.trans (by rw [h0, add_zero]))
  have hr0 : r ≠ 0 := ne_of_gt hr
  have h : r * (u r / r) = u r := by field_simp
  linear_combination (-2 * t * (L + 1) * u r) * h

/-- Oscillator bound in a partial wave: for a reduced radial function and all real `L` and `t`,
`t (2L+3) ∫ u²` is at most `∫ (u'² + L(L+1) u²/r²) + t² ∫ r² u²`. -/
theorem oscillator_bound (hu : RadialFunction u) (L t : ℝ) :
    t * (2 * L + 3) * normSquared u ≤ squareMomentum L u + t ^ 2 * squareRadius u := by
  have h : 0 ≤ ∫ r in Ioi (0 : ℝ),
      (deriv u r - (L + 1) * (u r / r) + t * (r * u r)) ^ 2 :=
    integral_nonneg fun r => sq_nonneg _
  rw [completed_square hu] at h
  linarith

/-- Uncertainty relation at angular momentum `L`: for a reduced radial function,
`∫ r² u² · ∫ (u'² + L(L+1) u²/r²) ≥ (L + 3/2)² (∫ u²)²`, for every real `L`. -/
theorem uncertainty (hu : RadialFunction u) (L : ℝ) :
    (L + 3 / 2) ^ 2 * normSquared u ^ 2 ≤ squareRadius u * squareMomentum L u := by
  -- a quadratic in `t` that is never negative has discriminant at most zero
  have h : discrim (squareRadius u) (-((2 * L + 3) * normSquared u)) (squareMomentum L u) ≤ 0 :=
    discrim_le_zero fun t => by linarith [oscillator_bound hu L t]
  unfold discrim at h
  linarith

/-- In `d` dimensions the centrifugal parameter of the partial wave `l` is `l + (d-3)/2`,
and for a reduced radial function the uncertainty constant becomes `(l + d/2)²`. -/
theorem uncertainty_dimension (hu : RadialFunction u) (d l : ℕ) :
    ((l : ℝ) + d / 2) ^ 2 * normSquared u ^ 2
      ≤ squareRadius u * squareMomentum ((l : ℝ) + ((d : ℝ) - 3) / 2) u := by
  have h := uncertainty hu ((l : ℝ) + ((d : ℝ) - 3) / 2)
  rwa [show (l : ℝ) + ((d : ℝ) - 3) / 2 + 3 / 2 = l + d / 2 by ring] at h

/-- The even Gaussian moment: the integral of `r^(2k) exp(-r²)` over the half-line is
`Γ(k + 1/2)/2`. -/
theorem gaussian_moment (k : ℕ) :
    ∫ r in Ioi (0 : ℝ), r ^ (2 * k) * Real.exp (-r ^ 2) = Real.Gamma (k + 1 / 2) / 2 := by
  have hk : (0 : ℝ) ≤ k := k.cast_nonneg
  have h := integral_rpow_mul_exp_neg_rpow (p := 2) (q := 2 * (k : ℝ))
    (by norm_num) (by linarith)
  rw [show (2 * (k : ℝ) + 1) / 2 = k + 1 / 2 by ring] at h
  refine (setIntegral_congr_fun measurableSet_Ioi fun r _ => ?_).trans (h.trans (by ring))
  have hc : 2 * (k : ℝ) = ((2 * k : ℕ) : ℝ) := by norm_num
  simp only [hc, Real.rpow_natCast, Real.rpow_two]

/-- Sharpness: the function `r^(l+1) exp(-r²/2)`, which is not compactly supported, has
positive norm and turns the uncertainty relation at angular momentum `l` into an equality. -/
theorem uncertainty_attained (l : ℕ) :
    let w : ℝ → ℝ := fun r => r ^ (l + 1) * Real.exp (-r ^ 2 / 2)
    0 < normSquared w ∧
      squareRadius w * squareMomentum l w = ((l : ℝ) + 3 / 2) ^ 2 * normSquared w ^ 2 := by
  intro w
  have he : ∀ r : ℝ, Real.exp (-r ^ 2 / 2) ^ 2 = Real.exp (-r ^ 2) := fun r => by
    rw [sq, ← Real.exp_add]
    congr 1
    ring
  have hpos : ∀ k : ℕ, 0 < Real.Gamma ((k : ℝ) + 1 / 2) := fun k =>
    Real.Gamma_pos_of_pos (by positivity)
  have hint : ∀ k : ℕ, Integrable (fun r : ℝ => r ^ (2 * k) * Real.exp (-r ^ 2))
      (volume.restrict (Ioi 0)) := fun k => by
    by_contra h
    have h1 := gaussian_moment k
    rw [integral_undef h] at h1
    linarith [hpos k]
  have hderiv : ∀ r, deriv w r = r ^ l * ((l + 1) - r ^ 2) * Real.exp (-r ^ 2 / 2) := by
    intro r
    have h1 : HasDerivAt (fun r : ℝ => r ^ 2) (2 * r) r := by simpa using hasDerivAt_pow 2 r
    have h2 : HasDerivAt (fun r : ℝ => r ^ (l + 1)) (((l : ℝ) + 1) * r ^ l) r := by
      simpa using hasDerivAt_pow (l + 1) r
    exact ((h2.fun_mul (h1.fun_neg.div_const 2).exp).congr_deriv (by ring)).deriv
  -- the three integrals are Gaussian moments
  have hN : normSquared w = Real.Gamma (((l + 1 : ℕ) : ℝ) + 1 / 2) / 2 := by
    refine (setIntegral_congr_fun measurableSet_Ioi fun r _ => ?_).trans (gaussian_moment (l + 1))
    simp only [w]
    linear_combination (r ^ (l + 1)) ^ 2 * he r
  have hR : squareRadius w = Real.Gamma (((l + 2 : ℕ) : ℝ) + 1 / 2) / 2 := by
    refine (setIntegral_congr_fun measurableSet_Ioi fun r _ => ?_).trans (gaussian_moment (l + 2))
    simp only [w]
    linear_combination r ^ 2 * (r ^ (l + 1)) ^ 2 * he r
  have hz : Integrable (fun _ : ℝ => (0 : ℝ)) (volume.restrict (Ioi 0)) :=
    integrable_zero _ _ _
  have hs := integral_combination (hint (l + 2)) (hint l) (hint (l + 1)) hz
    (((l : ℝ) + 1) * (2 * l + 1)) (2 * (l + 1))
  rw [gaussian_moment (l + 2), gaussian_moment l, gaussian_moment (l + 1), integral_zero] at hs
  have hK : squareMomentum l w = Real.Gamma (((l + 2 : ℕ) : ℝ) + 1 / 2) / 2
      + ((l : ℝ) + 1) * (2 * l + 1) * (Real.Gamma ((l : ℝ) + 1 / 2) / 2)
      - 2 * ((l : ℝ) + 1) * (Real.Gamma (((l + 1 : ℕ) : ℝ) + 1 / 2) / 2) + 0 := by
    refine (setIntegral_congr_fun measurableSet_Ioi fun r hr => ?_).trans hs
    have hr0 : r ≠ 0 := ne_of_gt hr
    have hq : w r / r = r ^ l * Real.exp (-r ^ 2 / 2) := by
      simp only [w]
      rw [pow_succ r l]
      field_simp
    rw [hderiv, hq]
    linear_combination ((r ^ l * ((l + 1) - r ^ 2)) ^ 2 + l * (l + 1) * (r ^ l) ^ 2) * he r

  -- the recurrence of the Gamma function relates the moments
  have g1 : Real.Gamma (((l + 1 : ℕ) : ℝ) + 1 / 2)
      = ((l : ℝ) + 1 / 2) * Real.Gamma ((l : ℝ) + 1 / 2) := by
    rw [← Real.Gamma_add_one (by positivity)]
    congr 1
    push_cast
    ring
  have g2 : Real.Gamma (((l + 2 : ℕ) : ℝ) + 1 / 2)
      = ((l : ℝ) + 3 / 2) * Real.Gamma (((l + 1 : ℕ) : ℝ) + 1 / 2) := by
    rw [show ((l + 2 : ℕ) : ℝ) + 1 / 2 = ((l : ℝ) + 3 / 2) + 1 by push_cast; ring,
      Real.Gamma_add_one (by positivity)]
    congr 2
    push_cast
    ring
  refine ⟨by rw [hN]; exact half_pos (hpos (l + 1)), ?_⟩
  rw [hK, hR, hN, g2, g1]
  ring

end

end RadialUncertainty
```

```lean
#print axioms RadialUncertainty.uncertainty_dimension
#print axioms RadialUncertainty.gaussian_moment
#print axioms RadialUncertainty.uncertainty_attained
```

```
'RadialUncertainty.uncertainty_dimension' depends on axioms: [propext, Classical.choice, Quot.sound]
'RadialUncertainty.gaussian_moment' depends on axioms: [propext, Classical.choice, Quot.sound]
'RadialUncertainty.uncertainty_attained' depends on axioms: [propext, Classical.choice, Quot.sound]
```

## Three integrals and one inequality

For a function $u$ of the radius $r$, write

$$N=\int_0^\infty u^2\,dr,\qquad R=\int_0^\infty r^2u^2\,dr,\qquad K_L=\int_0^\infty\Big(u'^2+L(L+1)\frac{u^2}{r^2}\Big)dr .$$

These are `normSquared u`, `squareRadius u` and `squareMomentum L u`. The theorem `uncertainty` states that

$$(L+\tfrac32)^2N^2\le R\,K_L$$

for every real $L$, which includes the angular momenta $L=l=0,1,2,\dots$

The hypothesis `RadialFunction u` has three parts: $u$ is continuously differentiable, it has compact support, and its closed support (`tsupport u`) lies inside $(0,\infty)$. Such a function vanishes near the origin as well as at large $r$.

## The particle behind the radial function

In three dimensions, a state with definite quantum numbers $l$ for the angular momentum and $\mu$ for its $z$ component has the form $\psi=\frac{u(r)}{r}Y_{l\mu}$, where $Y_{l\mu}$ is a normalised spherical harmonic. When $u$ is real,

$$\langle r^2\rangle=\frac RN,\qquad \langle p^2\rangle=\hbar^2\frac{K_l}{N}.$$

The term $l(l+1)u^2/r^2$ is the centrifugal part of the kinetic energy. The code sets $\hbar=1$ and leaves $u$ unnormalised, which is why $N^2$ appears on the left. For $u\neq0$, division by $N^2$ gives $\langle r^2\rangle\langle p^2\rangle\ge(l+\frac32)^2\hbar^2$. Since $\psi$ has definite parity, the means of position and momentum vanish, and the two factors are the full variances, summed over the three directions.

The separation into radial and angular parts is taken as the starting point. The hypothesis also leaves out typical bound orbitals, which are nonzero arbitrarily close to the origin and have infinite tails.

In `uncertainty_dimension`, $L=l+(d-3)/2$ is the centrifugal parameter of partial wave $l$ in $d$ dimensions, and the constant becomes $(l+d/2)^2$. Here $u$ is $r^{(d-1)/2}$ times the radial factor of the wavefunction, which for $d=3$ is the $u$ above. With this choice the dimension enters the three integrals only through $L$.

## Completing the square

Let $t$ be a real number and expand

$$\Big(u'-(L+1)\frac ur+t\,ru\Big)^2=u'^2+(L+1)^2\frac{u^2}{r^2}+t^2r^2u^2-2(L+1)\frac{uu'}r+2t\,ruu'-2t(L+1)u^2 .$$

Two terms contain $uu'$, and total derivatives remove them:

$$(ru^2)'=u^2+2ruu',\qquad \Big(\frac{u^2}r\Big)'=\frac{2uu'}r-\frac{u^2}{r^2}.$$

Both derivatives integrate to zero, because $u$ vanishes near $0$ and at large $r$. Hence $\int 2ruu'\,dr=-N$ and $\int 2uu'/r\,dr=\int u^2/r^2\,dr$. The coefficient of $\int u^2/r^2\,dr$ becomes $(L+1)^2-(L+1)=L(L+1)$, and that of $N$ becomes $-t-2t(L+1)=-t(2L+3)$. Therefore

$$0\le\int_0^\infty\Big(u'-(L+1)\frac ur+t\,ru\Big)^2dr=K_L+t^2R-t(2L+3)N .$$

Half of this inequality is the energy bound for an isotropic oscillator of frequency $t>0$ with $\hbar=m=1$: the energy in partial wave $l$ is at least $t(l+\frac32)$.

The right side is a quadratic in $t$ that is never negative, so its discriminant satisfies $(2L+3)^2N^2-4RK_L\le0$. Division by four gives the uncertainty relation.

## The same steps in Lean

The lemmas `eventually_zero`, `continuous_div` and `integrable`, all under `RadialFunction`, settle regularity. Because $u$ is zero near the origin, $u/r$ is continuous everywhere, and every density in the argument is continuous with compact support, hence integrable.

The lemma `total_derivative` treats the combination $a\,ru^2+b\,u^2/r$. It checks the derivative separately at $r=0$, where the function is locally zero, and then applies the theorem that an integrable derivative of an integrable function has zero integral over the line.

In `completed_square` this is used with $a=t$ and $b=-(L+1)$. The final `linear_combination` verifies the expansion above at each $r>0$, and `integral_combination` splits the integral. Positivity of the square gives `oscillator_bound`, and `discrim_le_zero` turns that bound into `uncertainty`.

## The Gaussian that gives equality

Equality requires the square to vanish, so $u'=(L+1)u/r-t\,ru$. For $L=l$ and $t=1$ a solution is $w=r^{l+1}e^{-r^2/2}$. The theorem `uncertainty_attained` computes its integrals directly, since $w$ is not compactly supported.

Put $G_k=\int_0^\infty r^{2k}e^{-r^2}dr=\frac12\Gamma(k+\frac12)$, which is `gaussian_moment`. Then $N=G_{l+1}$ and $R=G_{l+2}$. From $w'=r^l(l+1-r^2)e^{-r^2/2}$ one finds

$$K_l=G_{l+2}-2(l+1)G_{l+1}+(l+1)(2l+1)G_l .$$

The recurrence $G_{k+1}=(k+\frac12)G_k$ makes the last two terms cancel and gives $R=K_l=(l+\frac32)N$. Thus $RK_l=(l+\frac32)^2N^2$ with $N>0$, and no larger constant could hold for a class of functions containing $w$.

## A shell between r = 1 and r = 3

Take $l=0$ and $u=(1-s^2)^2$ with $s=r-2$ for $1\le r\le3$, and $u=0$ elsewhere. This function satisfies all three parts of the hypothesis. Its norm is $N=\int_{-1}^1(1-s^2)^4ds=\frac{256}{315}$.

Since $r^2=4+4s+s^2$ and the odd term integrates to zero, $R=4N+\frac N{11}=\frac{45}{11}N$. The derivative is $u'=-4s(1-s^2)$, so $K_0=16\int_{-1}^1s^2(1-s^2)^2ds=\frac{256}{105}=3N$. The product is

$$\frac RN\cdot\frac{K_0}N=\frac{135}{11}\approx12.3,$$

well above the bound $\frac94$.

## The Coulomb version of the square

Replacing $t\,ru$ by $t\,u$ in the square gives a neighbouring inequality by the same calculation. Now $\int 2uu'\,dr=0$, and with $C=\int_0^\infty u^2/r\,dr$ one obtains

$$0\le K_l+t^2N-2t(l+1)C .$$

The choice $t=Z/(l+1)$, where $Z>0$ is the nuclear charge, gives $\frac12K_l-ZC\ge-\frac{Z^2}{2(l+1)^2}N$. In atomic units this is the lower bound on the energy of one electron in partial wave $l$ around a fixed point nucleus.
